# The generators of a closed matrix group are closed under sums, real multiples and commutators

If $e^{tA}$ and $e^{tB}$ lie in a closed group $G$ of invertible complex $n\times n$ matrices for all real $t$, then so do the evolutions generated by $A+B$, by $rA$ for real $r$, and by $AB-BA$.

```lean
import Mathlib

open Filter Topology NormedSpace

namespace ReachableGenerators

noncomputable section

variable {n : Type*} [Fintype n] [DecidableEq n]

attribute [local instance] Matrix.linftyOpNormedRing Matrix.linftyOpNormedAlgebra

/-- The generators of `G`: matrices `A` whose evolution `exp (t A)` lies in `G` at all real
times `t`. -/
def generators (G : Subgroup (Matrix n n ℂ)ˣ) : Set (Matrix n n ℂ) :=
  {A | ∀ t : ℝ, ∃ g ∈ G, (g : Matrix n n ℂ) = exp (t • A)}

/-- Error accumulation: for `M ≥ 1`, two one-step propagators of norm at most `M` differ after `k`
steps by at most `k M ^ k` times their one-step difference. -/
theorem norm_pow_sub_pow_le {X Y : Matrix n n ℂ} {M : ℝ} (hM : 1 ≤ M) (hX : ‖X‖ ≤ M)
    (hY : ‖Y‖ ≤ M) (k : ℕ) : ‖X ^ k - Y ^ k‖ ≤ k * M ^ k * ‖X - Y‖ := by
  have hM0 : 0 ≤ M := zero_le_one.trans hM
  have h1 : ‖(1 : Matrix n n ℂ)‖ ≤ 1 := by
    rw [← Matrix.diagonal_one, Matrix.linfty_opNorm_diagonal]
    exact (pi_norm_le_iff_of_nonneg zero_le_one).2 (fun i => by simp)
  have hp : ∀ j : ℕ, ‖X ^ j‖ ≤ M ^ j := by
    intro j
    induction j with
    | zero => simpa using h1
    | succ j ih =>
      rw [pow_succ, pow_succ]
      exact (norm_mul_le _ _).trans (mul_le_mul ih hX (norm_nonneg _) (by positivity))
  induction k with
  | zero => simp
  | succ k ih =>
    -- replace one step at a time
    have e : X ^ (k + 1) - Y ^ (k + 1) = X ^ k * (X - Y) + (X ^ k - Y ^ k) * Y := by
      simp only [pow_succ, mul_sub, sub_mul]
      abel
    have hk := hp k
    have hMk : M ^ k ≤ M ^ k * M := le_mul_of_one_le_right (by positivity) hM
    calc ‖X ^ (k + 1) - Y ^ (k + 1)‖
        ≤ ‖X ^ k‖ * ‖X - Y‖ + ‖X ^ k - Y ^ k‖ * ‖Y‖ := by
          rw [e]
          exact (norm_add_le _ _).trans (add_le_add (norm_mul_le _ _) (norm_mul_le _ _))
      _ ≤ (M ^ k * M) * ‖X - Y‖ + (k * M ^ k * ‖X - Y‖) * M :=
          add_le_add (mul_le_mul_of_nonneg_right (hk.trans hMk) (norm_nonneg _))
            (mul_le_mul ih hY (norm_nonneg _) (by positivity))
      _ = ((k + 1 : ℕ) : ℝ) * M ^ (k + 1) * ‖X - Y‖ := by push_cast; ring

/-- The velocity of a matrix curve at time zero is the limit of its difference quotients over the
time steps `1 / (k + 1)`. -/
theorem tendsto_quotient {γ : ℝ → Matrix n n ℂ} {P C : Matrix n n ℂ} (h0 : γ 0 = P)
    (h : HasDerivAt γ C 0) :
    Tendsto (fun k : ℕ => ((k : ℝ) + 1) • (γ (1 / ((k : ℝ) + 1)) - P)) atTop (𝓝 C) := by
  have hs : Tendsto (fun k : ℕ => 1 / ((k : ℝ) + 1)) atTop (𝓝[≠] 0) :=
    tendsto_nhdsWithin_iff.2 ⟨tendsto_one_div_add_atTop_nhds_zero_nat,
      Eventually.of_forall fun k => by
        have : (0 : ℝ) < 1 / ((k : ℝ) + 1) := by positivity
        exact this.ne'⟩
  exact ((hasDerivAt_iff_tendsto_slope_zero.1 h).comp hs).congr fun k => by
    simp [Function.comp, h0]

/-- The evolution `exp (s A)` has velocity `A` at time zero. -/
theorem hasDerivAt_evolution (A : Matrix n n ℂ) :
    HasDerivAt (fun s : ℝ => exp (s • A)) A 0 :=
  (hasDerivAt_exp_smul_const A (0 : ℝ)).congr_deriv (by simp)

/-- A one-step propagator `γ` with `γ 0 = 1` and velocity `C` at time zero, applied `k + 1` times
with step `1 / (k + 1)`, converges to `exp C`. -/
theorem tendsto_curve_pow {γ : ℝ → Matrix n n ℂ} {C : Matrix n n ℂ} (h0 : γ 0 = 1)
    (h : HasDerivAt γ C 0) :
    Tendsto (fun k : ℕ => γ (1 / ((k : ℝ) + 1)) ^ (k + 1)) atTop (𝓝 (exp C)) := by
  have hX := tendsto_quotient h0 h
  have hY : Tendsto (fun k : ℕ => ((k : ℝ) + 1) • (exp ((1 / ((k : ℝ) + 1)) • C) - 1))
      atTop (𝓝 C) :=
    tendsto_quotient (γ := fun s : ℝ => exp (s • C)) (by simp) (hasDerivAt_evolution C)
  have hd := ((hX.sub hY).norm).const_mul (Real.exp (‖C‖ + 1))
  rw [sub_self, norm_zero, mul_zero] at hd
  have bound : ∀ (k : ℕ) (Z : Matrix n n ℂ), ‖((k : ℝ) + 1) • (Z - 1)‖ < ‖C‖ + 1 →
      ‖Z - 1‖ ≤ (‖C‖ + 1) / ((k : ℝ) + 1) := by
    intro k Z hZ
    rw [norm_smul, Real.norm_of_nonneg (by positivity)] at hZ
    rw [le_div_iff₀ (by positivity)]
    linarith
  have h1 : ‖(1 : Matrix n n ℂ)‖ ≤ 1 := by
    rw [← Matrix.diagonal_one, Matrix.linfty_opNorm_diagonal]
    exact (pi_norm_le_iff_of_nonneg zero_le_one).2 (fun i => by simp)
  have tri : ∀ Z : Matrix n n ℂ, ‖Z‖ ≤ ‖Z - 1‖ + 1 := fun Z => by
    have := norm_add_le (Z - 1) 1
    rw [sub_add_cancel] at this
    linarith
  refine tendsto_iff_norm_sub_tendsto_zero.2
    (squeeze_zero' (Eventually.of_forall fun _ => norm_nonneg _) ?_ hd)
  filter_upwards [hX.norm.eventually_lt_const (lt_add_one _),
    hY.norm.eventually_lt_const (lt_add_one _)] with k hx hy
  have hk : (k : ℝ) + 1 ≠ 0 := by positivity
  have hq : 0 ≤ (‖C‖ + 1) / ((k : ℝ) + 1) := by positivity
  -- the exact evolution is the product of its own short steps
  have hC : exp C = exp ((1 / ((k : ℝ) + 1)) • C) ^ (k + 1) := by
    rw [← Matrix.exp_nsmul, ← Nat.cast_smul_eq_nsmul ℝ, smul_smul]
    push_cast
    rw [mul_one_div_cancel hk, one_smul]
  have hM : (1 + (‖C‖ + 1) / ((k : ℝ) + 1)) ^ (k + 1) ≤ Real.exp (‖C‖ + 1) := by
    calc _ ≤ Real.exp ((‖C‖ + 1) / ((k : ℝ) + 1)) ^ (k + 1) :=
          pow_le_pow_left₀ (by linarith)
            (by linarith [Real.add_one_le_exp ((‖C‖ + 1) / ((k : ℝ) + 1))]) _
      _ = Real.exp (‖C‖ + 1) := by
          rw [← Real.exp_nat_mul]
          congr 1
          push_cast
          field_simp
  have key := norm_pow_sub_pow_le (by linarith)
    ((tri _).trans (by linarith [bound k _ hx]))
    ((tri _).trans (by linarith [bound k _ hy])) (k + 1)
    (M := 1 + (‖C‖ + 1) / ((k : ℝ) + 1))
  rw [← hC] at key
  refine key.trans ?_
  rw [← smul_sub, sub_sub_sub_cancel_right, norm_smul, Real.norm_of_nonneg (by positivity)]
  push_cast
  calc _ ≤ ((k : ℝ) + 1) * Real.exp (‖C‖ + 1) * _ :=
        mul_le_mul_of_nonneg_right (mul_le_mul_of_nonneg_left hM (by positivity)) (norm_nonneg _)
    _ = _ := by ring

/-- Lie–Trotter product formula: alternating short evolutions under `A` and `B` converge to the
evolution under `A + B`. -/
theorem lie_trotter (A B : Matrix n n ℂ) :
    Tendsto (fun k : ℕ => (exp ((1 / ((k : ℝ) + 1)) • A) * exp ((1 / ((k : ℝ) + 1)) • B)) ^ (k + 1))
      atTop (𝓝 (exp (A + B))) :=
  tendsto_curve_pow (γ := fun s : ℝ => exp (s • A) * exp (s • B)) (by simp)
    (((hasDerivAt_evolution A).fun_mul (hasDerivAt_evolution B)).congr_deriv (by simp))

/-- If elements of a closed group `G` converge to `exp A`, then `exp A` belongs to `G`. -/
theorem exp_mem_of_tendsto {G : Subgroup (Matrix n n ℂ)ˣ}
    (hG : IsClosed (G : Set (Matrix n n ℂ)ˣ)) {X : ℕ → Matrix n n ℂ} {A : Matrix n n ℂ}
    (hX : ∀ k, ∃ g ∈ G, (g : Matrix n n ℂ) = X k) (h : Tendsto X atTop (𝓝 (exp A))) :
    ∃ g ∈ G, (g : Matrix n n ℂ) = exp A := by
  choose g hg hgX using hX
  obtain ⟨u, hu⟩ := Matrix.isUnit_exp A
  have hlim : Tendsto g atTop (𝓝 u) := by
    refine (Units.isOpenEmbedding_val.isInducing.tendsto_nhds_iff).2 ?_
    rw [hu]
    exact h.congr fun k => (hgX k).symm
  exact ⟨u, hG.mem_of_tendsto hlim (Eventually.of_forall hg), hu⟩

/-- The velocity at the identity of any curve inside a closed group `G` is a generator of `G`. -/
theorem velocity_mem_generators {G : Subgroup (Matrix n n ℂ)ˣ}
    (hG : IsClosed (G : Set (Matrix n n ℂ)ˣ)) {γ : ℝ → Matrix n n ℂ} {C : Matrix n n ℂ}
    (hγ : ∀ s, ∃ g ∈ G, (g : Matrix n n ℂ) = γ s) (h0 : γ 0 = 1) (h : HasDerivAt γ C 0) :
    C ∈ generators G := by
  intro t
  have h1 : HasDerivAt (fun s : ℝ => t * s) t 0 := by
    simpa using (hasDerivAt_id (0 : ℝ)).const_mul t
  have h2 : HasDerivAt γ C (t * 0) := by simpa using h
  have h3 : HasDerivAt (fun s : ℝ => γ (t * s)) (t • C) 0 :=
    HasDerivAt.scomp (h := fun s : ℝ => t * s) (0 : ℝ) h2 h1
  refine exp_mem_of_tendsto hG (fun k => ?_) (tendsto_curve_pow (by simpa using h0) h3)
  obtain ⟨g, hg, e⟩ := hγ (t * (1 / ((k : ℝ) + 1)))
  exact ⟨g ^ (k + 1), G.pow_mem hg _, by rw [Units.val_pow_eq_pow_val, e]⟩

/-- The generators of a closed matrix group are closed under addition, real scaling and the
commutator. -/
theorem generators_closed {G : Subgroup (Matrix n n ℂ)ˣ}
    (hG : IsClosed (G : Set (Matrix n n ℂ)ˣ)) {A B : Matrix n n ℂ}
    (hA : A ∈ generators G) (hB : B ∈ generators G) :
    A + B ∈ generators G ∧ (∀ r : ℝ, r • A ∈ generators G) ∧
      A * B - B * A ∈ generators G := by
  have add : ∀ {X Y : Matrix n n ℂ}, X ∈ generators G → Y ∈ generators G →
      X + Y ∈ generators G := by
    intro X Y hX hY
    refine velocity_mem_generators hG (γ := fun s : ℝ => exp (s • X) * exp (s • Y))
      (fun s => ?_) (by simp)
      (((hasDerivAt_evolution X).fun_mul (hasDerivAt_evolution Y)).congr_deriv (by simp))
    obtain ⟨g, hg, eg⟩ := hX s
    obtain ⟨k, hk, ek⟩ := hY s
    exact ⟨g * k, G.mul_mem hg hk, by rw [Units.val_mul, eg, ek]⟩
  have scale : ∀ {X : Matrix n n ℂ} (r : ℝ), X ∈ generators G → r • X ∈ generators G := by
    intro X r hX t
    rw [smul_smul]
    exact hX (t * r)
  refine ⟨add hA hB, fun r => scale r hA, ?_⟩
  -- the evolved generator exp(sA) B exp(-sA) is again a generator
  have conj : ∀ s : ℝ, exp (s • A) * B * exp (s • (-A)) ∈ generators G := by
    intro s t
    obtain ⟨g, hg, eg⟩ := hA s
    obtain ⟨k, hk, ek⟩ := hB t
    have ei : exp (s • (-A)) = ((g⁻¹ : (Matrix n n ℂ)ˣ) : Matrix n n ℂ) := by
      rw [smul_neg, Matrix.exp_neg, Matrix.coe_units_inv, eg]
    refine ⟨g * k * g⁻¹, G.mul_mem (G.mul_mem hg hk) (G.inv_mem hg), ?_⟩
    rw [ei, ← eg, ← smul_mul_assoc, ← mul_smul_comm, Matrix.exp_units_conj, Units.val_mul,
      Units.val_mul, ek]
  -- its velocity at s = 0 is the commutator
  have hd : HasDerivAt (fun s : ℝ => exp (s • A) * B * exp (s • (-A))) (A * B - B * A) 0 :=
    (((hasDerivAt_evolution A).mul_const B).fun_mul (hasDerivAt_evolution (-A))).congr_deriv
      (by simp [sub_eq_add_neg])
  have hq := tendsto_quotient (P := B) (by simp) hd
  intro t
  refine exp_mem_of_tendsto hG (fun k => ?_)
    ((NormedSpace.exp_continuous.tendsto _).comp (hq.const_smul t))
  have hm := scale ((k : ℝ) + 1) (add (conj (1 / ((k : ℝ) + 1))) (scale (-1) hB))
  rw [neg_one_smul, ← sub_eq_add_neg] at hm
  exact hm t

/-- If the evolutions under `H` and `K` lie in a closed group `G`, so do those under every real
combination `a H + b K` and under `i (H K - K H)`. -/
theorem reachable_hamiltonians {G : Subgroup (Matrix n n ℂ)ˣ}
    (hG : IsClosed (G : Set (Matrix n n ℂ)ˣ)) {H K : Matrix n n ℂ}
    (hH : (-Complex.I) • H ∈ generators G) (hK : (-Complex.I) • K ∈ generators G) (a b : ℝ) :
    (-Complex.I) • (a • H + b • K) ∈ generators G ∧
      (-Complex.I) • (Complex.I • (H * K - K * H)) ∈ generators G := by
  constructor
  · rw [smul_add, smul_comm (-Complex.I) a H, smul_comm (-Complex.I) b K]
    exact (generators_closed hG ((generators_closed hG hH hK).2.1 a)
      ((generators_closed hG hK hH).2.1 b)).1
  · have e : (-Complex.I) • (Complex.I • (H * K - K * H)) =
        ((-Complex.I) • K) * ((-Complex.I) • H) - ((-Complex.I) • H) * ((-Complex.I) • K) := by
      simp only [smul_mul_assoc, mul_smul_comm, smul_smul, neg_mul, mul_neg, neg_neg,
        Complex.I_mul_I]
      simp only [neg_smul, one_smul]
      abel
    rw [e]
    exact (generators_closed hG hK hH).2.2

end

end ReachableGenerators
```

```lean
#print axioms ReachableGenerators.lie_trotter
-- 'ReachableGenerators.lie_trotter' depends on axioms: [propext, Classical.choice, Quot.sound]
#print axioms ReachableGenerators.generators_closed
-- 'ReachableGenerators.generators_closed' depends on axioms: [propext, Classical.choice, Quot.sound]
#print axioms ReachableGenerators.reachable_hamiltonians
-- 'ReachableGenerators.reachable_hamiltonians' depends on axioms: [propext, Classical.choice, Quot.sound]
```

## Evolutions that stay in a group

`generators G` is the set of matrices $A$ for which every $e^{tA}$, $t\in\mathbb R$, is the matrix of an element of $G$. The group is a `Subgroup (Matrix n n ℂ)ˣ`, and `IsClosed` refers to the invertible matrices: a limit of elements of $G$ must lie in $G$ only if it is itself invertible. The main theorem is `generators_closed`.

For quantum control of a finite-level system with $\hbar=1$, take $A=-iH$ and $B=-iK$. By `reachable_hamiltonians`, $G$ then also contains the evolutions under $aH+bK$, with $a,b$ real, and under $i[H,K]$. If $G$ is the closure of the group generated by the available pulses, these evolutions can be approximated arbitrarily well by pulse sequences, including inverse pulses. The theorem gives no pulse count or duration. Hermiticity is not assumed; it would make the evolutions unitary.

## From short steps to a finite evolution

Let $\|X\|,\|Y\|\le M$ with $M\ge1$. Replacing one factor at a time,

$$X^{k+1}-Y^{k+1}=X^k(X-Y)+(X^k-Y^k)Y,$$

so induction gives $\|X^k-Y^k\|\le kM^k\|X-Y\|$. This is `norm_pow_sub_pow_le`; the norm is the maximum absolute row sum.

Now let $\gamma(0)=1$ and $\gamma'(0)=C$. Write $N=k+1$, $X=\gamma(1/N)$ and $Y=e^{C/N}$. Both $N(X-1)$ and $N(Y-1)$ tend to $C$ (`tendsto_quotient`), hence $N\|X-Y\|\to0$. With $c=\|C\|+1$, both norms are eventually at most $M=1+c/N$, and $M^N\le e^c$. Since $Y^N=e^C$,

$$\|\gamma(1/N)^N-e^C\|\le e^c\,N\|X-Y\|\to0.$$

This is `tendsto_curve_pow`. For $\gamma(s)=e^{sA}e^{sB}$, the product rule gives $\gamma'(0)=A+B$, and the result is the Lie–Trotter formula, `lie_trotter`.

## Sums and commutators

Suppose that $\gamma$ takes all its values in $G$. For fixed $t$, the curve $s\mapsto\gamma(ts)$ has velocity $tC$ at zero, so $\gamma(t/N)^N\to e^{tC}$. The powers lie in $G$ and the limit is invertible, so closedness puts $e^{tC}$ in $G$. Thus $C$ is a generator (`velocity_mem_generators`, using `exp_mem_of_tendsto`). The Trotter curve proves closure under addition; real scaling follows from $e^{t(rA)}=e^{(tr)A}$.

For the commutator, set $B(s)=e^{sA}Be^{-sA}$. Each $B(s)$ is a generator, because

$$e^{tB(s)}=e^{sA}e^{tB}e^{-sA}\in G.$$

This is the step `conj` in the Lean proof. The product rule gives $B'(0)=AB-BA$, so

$$N\bigl(B(1/N)-B\bigr)\to AB-BA.$$

Every term on the left is a generator by the closure under sums and real multiples. Multiplying by $t$, exponentiating and using closedness once more puts $e^{t(AB-BA)}$ in $G$.

The Hamiltonian version follows from $(-iK)(-iH)-(-iH)(-iK)=[H,K]=-i\,(i[H,K])$.

## Where the hypotheses enter

The group property matters for sums. The union of the two sets $\{\mathrm{diag}(e^{i\theta},1)\}$ and $\{\mathrm{diag}(1,e^{i\theta})\}$ is closed but is not a group. It contains the evolutions generated by $\mathrm{diag}(i,0)$ and $\mathrm{diag}(0,i)$, but not those generated by their sum.

Closedness matters for the velocity lemma. In the group of positive rationals, viewed as $1\times1$ matrices, choose $\gamma(0)=1$ and rational $\gamma(s)>0$ with $|\gamma(s)-e^s|\le s^2$ for $s\neq0$. Then $\gamma'(0)=1$, yet $e^t$ is not rational for every $t$. The only generator of this group is $0$, so the example defeats the lemma and not the closure under sums and commutators.

## In a simulation or a pulse sequence

A first-order Trotter code approximates the evolution of a state under $H+K$ for time $t$ by applying $e^{-iHt/N}e^{-iKt/N}$ repeatedly, $N$ times; convergence can be checked by increasing $N$. With exact exponentials of Hermitian $H$ and $K$, each step is unitary at any $N$; the splitting error lies in which unitary is reached.

For a qubit driven by $H=\sigma_x$ and $K=\sigma_y$, $i[H,K]=-2\sigma_z$: two drive axes supply the third.
